# In a one-dimensional free Fermi gas at zero temperature the integrated inverse pair energy is a logarithm that diverges at $q = 2k$

When I compute the static density response of non-interacting electrons in one dimension at zero temperature, I replace a sum of inverse excitation energies over particle-hole pairs by a closed logarithm. In units with $\hbar=m=1$, for a Fermi sea $|p|\le k$ and a momentum transfer $0<q<2k$, the holes should fill $[k-q,k]$, the pair energy $qp+q^2/2$ should be at least $q(2k-q)/2>0$, and its inverse should integrate to $\frac1q\ln\frac{2k+q}{2k-q}$, which blows up as $q\to2k$. Can this be made rigorous, including the singular point, and checked by machine?

## From the allowed holes to the logarithm

Yes, and the formula extends to $q>2k$ with an absolute value in the denominator. Take $k>0$, $q>0$ and units with $\hbar=m=1$. Lifting an electron from $p$ to $p+q$ costs

$$E_q(p)=\frac{(p+q)^2}{2}-\frac{p^2}{2}=qp+\frac{q^2}{2}.$$

The pair is allowed if $|p|\le k\le|p+q|$. The second inequality means $p\ge k-q$ or $p\le -k-q$. The latter lies below $-k$, outside the sea, so only $p\ge k-q$ remains.

- If $q<2k$, then $k-q>-k$, and the holes fill $[k-q,k]$.
- If $q\ge 2k$, then $k-q\le -k$, and every $p\in[-k,k]$ is allowed.

Since $E_q$ increases with $p$, its minimum sits at the left end. For $q<2k$ this is

$$E_q(k-q)=q(k-q)+\frac{q^2}{2}=\frac{q(2k-q)}{2}>0.$$

On an interval $[a,b]$ with $E_q(a)>0$, the derivative $E_q'=q$ gives

$$\int_a^b\frac{dp}{E_q(p)}=\frac1q\ln\frac{E_q(b)}{E_q(a)}.$$

The upper end always has $E_q(k)=q(2k+q)/2$. The lower end has $q(2k-q)/2$ for $q<2k$, and $E_q(-k)=q(q-2k)/2$ for $q>2k$. Both cases combine into

$$I(q)=\frac1q\ln\frac{2k+q}{|2k-q|},\qquad q\ne2k.$$

As $q\to2k$, $\ln(2k+q)$ tends to $\ln 4k$, $-\ln|2k-q|$ tends to $+\infty$, and the prefactor tends to $1/(2k)>0$. Hence $I(q)\to\infty$ from both sides. At $q=2k$ itself, $E_{2k}(p)=2k(p+k)$, and $1/(p+k)$ is not integrable up to the Fermi point $-k$.

For numbers, take $k=1$ and $q=1$. The holes fill $[0,1]$, the energy $p+\tfrac12$ runs from $\tfrac12$ to $\tfrac32$, and $I=\ln3\approx1.099$. At $q=1.9$ the formula gives $\ln(39)/1.9\approx1.93$, and at $q=1.99$ it gives $\ln(399)/1.99\approx3.01$: the growth is slow.

## The integral inside a response calculation

With two spin states and the measure $dp/2\pi$, the static response per length is

$$\chi_0(q)=-\frac{2}{\pi}I(q).$$

One factor of 2 comes from spin, and another from the terms in which $p+q$ is occupied and $p$ is empty, which contribute equally. This is the $2k$ singularity from which the Peierls argument starts, here for non-interacting electrons at zero temperature.

In code, a momentum grid of spacing $h$ hides the divergence. At $q=2k$, with the zero-energy pair left out, the sum for $I$ grows like $\frac{1}{2k}\ln\frac{2k}{h}$, so each halving of $h$ adds about $\frac{\ln2}{2k}$. A result that keeps drifting by this amount is not converging.

## What the Lean definitions and theorems say

`pairEnergy q p` is the kinetic-energy difference, `pairRegion k q` is the set of allowed hole momenta, and `inversePairIntegral k q` is the Lebesgue integral of the inverse energy over that set. Spin, the factor $1/2\pi$ and the prefactor of $\chi_0$ are not part of the definitions.

Both inequalities in the region include equality. This does not affect the integral, but it lets the minimum be attained, with $p+q$ exactly at the Fermi point $k$.

- `pairRegion_eq_Icc` identifies the region with $[k-q,k]$ for $0<q<2k$.
- `pairEnergy_gap` says that, for $0<q<2k$, the value $q(2k-q)/2$ is positive and is the least element (`IsLeast`) of the set of allowed pair energies.
- `inversePairIntegral_eq` gives integrability and the value of $I(q)$ for all $q>0$ with $q\ne2k$; `inversePairIntegral_of_lt` is the version for $0<q<2k$, without the absolute value.
- `not_integrableOn_two_mul` says that integrability fails at $q=2k$.
- `tendsto_inversePairIntegral` is the divergence. The filter `𝓝[≠] (2 * k)` means approach from either side without reaching the point, so the value Lean assigns to the non-integrable case plays no role.

The model is a continuum of momenta with a quadratic dispersion and a sharp Fermi sea. Interactions, temperature and finite length are absent.

```lean
import Mathlib

open MeasureTheory Filter Topology

namespace OneDimElectronGas

noncomputable section

/-- Kinetic energy needed to lift an electron from momentum `p` to `p + q`,
in units where the electron mass and the reduced Planck constant are one. -/
def pairEnergy (q p : ℝ) : ℝ := (p + q) ^ 2 / 2 - p ^ 2 / 2

/-- Momenta `p` inside the Fermi sea `|p| ≤ k` for which `p + q` is not inside its interior. -/
def pairRegion (k q : ℝ) : Set ℝ := {p | |p| ≤ k ∧ k ≤ |p + q|}

/-- The inverse pair energy integrated over all allowed particle-hole pairs of momentum `q`. -/
def inversePairIntegral (k q : ℝ) : ℝ := ∫ p in pairRegion k q, (pairEnergy q p)⁻¹

/-- The pair energy is linear in the hole momentum. -/
theorem pairEnergy_eq (q p : ℝ) : pairEnergy q p = q * p + q ^ 2 / 2 := by
  unfold pairEnergy
  ring

/-- For `0 < q < 2k` the allowed hole momenta fill the interval from `k - q` to `k`. -/
theorem pairRegion_eq_Icc {k q : ℝ} (hq : 0 < q) (h : q < 2 * k) :
    pairRegion k q = Set.Icc (k - q) k := by
  ext p
  simp only [pairRegion, Set.mem_ofPred_eq, Set.mem_Icc, abs_le, le_abs]
  constructor
  · rintro ⟨⟨h1, h2⟩, h3 | h3⟩ <;> constructor <;> linarith
  · rintro ⟨h1, h2⟩
    exact ⟨⟨by linarith, h2⟩, Or.inl (by linarith)⟩

/-- For `q ≥ 2k` the allowed hole momenta are all those from `-k` to `k`. -/
theorem pairRegion_eq_Icc_of_two_mul_le {k q : ℝ} (h : 2 * k ≤ q) :
    pairRegion k q = Set.Icc (-k) k := by
  ext p
  simp only [pairRegion, Set.mem_ofPred_eq, Set.mem_Icc, abs_le, le_abs]
  constructor
  · intro hp
    exact hp.1
  · rintro ⟨h1, h2⟩
    exact ⟨⟨h1, h2⟩, Or.inl (by linarith)⟩

/-- For `0 < q < 2k` the least energy of an allowed pair is `q (2k - q) / 2`,
and it is positive. -/
theorem pairEnergy_gap {k q : ℝ} (hq : 0 < q) (h : q < 2 * k) :
    0 < q * (2 * k - q) / 2 ∧
      IsLeast (pairEnergy q '' pairRegion k q) (q * (2 * k - q) / 2) := by
  have hpos := mul_pos hq (sub_pos.2 h)
  rw [pairRegion_eq_Icc hq h]
  refine ⟨by linarith, ⟨k - q, ⟨le_rfl, by linarith⟩, ?_⟩, ?_⟩
  · rw [pairEnergy_eq]
    ring
  · rintro _ ⟨p, hp, rfl⟩
    rw [pairEnergy_eq]
    nlinarith [mul_le_mul_of_nonneg_left hp.1 hq.le]

/-- Over an interval of hole momenta with positive pair energy, the inverse pair energy is
integrable and its integral is the logarithm of the ratio of the end energies, divided by `q`. -/
theorem integral_inv_pairEnergy {q a b : ℝ} (hq : 0 < q) (hab : a ≤ b)
    (ha : 0 < pairEnergy q a) :
    IntegrableOn (fun p => (pairEnergy q p)⁻¹) (Set.Icc a b) ∧
      ∫ p in Set.Icc a b, (pairEnergy q p)⁻¹ =
        Real.log (pairEnergy q b / pairEnergy q a) / q := by
  have e : pairEnergy q = fun x => q * x + q ^ 2 / 2 := funext (pairEnergy_eq q)
  -- the energy grows with p, so it stays positive on the interval
  have hpos : ∀ p ∈ Set.Icc a b, 0 < pairEnergy q p := by
    intro p hp
    have h1 := mul_le_mul_of_nonneg_left hp.1 hq.le
    rw [pairEnergy_eq] at ha ⊢
    linarith
  have hcont : Continuous (pairEnergy q) := by
    rw [e]
    fun_prop
  have hc : ContinuousOn (fun p => (pairEnergy q p)⁻¹) (Set.Icc a b) :=
    hcont.continuousOn.inv₀ (fun p hp => (hpos p hp).ne')
  have hint : IntegrableOn (fun p => (pairEnergy q p)⁻¹) (Set.Icc a b) :=
    hc.integrableOn_Icc
  refine ⟨hint, ?_⟩
  -- the antiderivative is log (pairEnergy q p) / q
  have hderiv : ∀ p ∈ Set.uIcc a b,
      HasDerivAt (fun x => Real.log (pairEnergy q x) / q) (pairEnergy q p)⁻¹ p := by
    intro p hp
    rw [Set.uIcc_of_le hab] at hp
    have hne := (hpos p hp).ne'
    have hE : HasDerivAt (pairEnergy q) q p := by
      rw [e]
      exact (((hasDerivAt_id p).const_mul q).add_const (q ^ 2 / 2)).congr_deriv (mul_one q)
    refine ((hE.log hne).div_const q).congr_deriv ?_
    field_simp
  have hii : IntervalIntegrable (fun p => (pairEnergy q p)⁻¹) volume a b :=
    (intervalIntegrable_iff_integrableOn_Ioc_of_le hab).2
      (hint.mono_set Set.Ioc_subset_Icc_self)
  rw [integral_Icc_eq_integral_Ioc, ← intervalIntegral.integral_of_le hab,
    intervalIntegral.integral_eq_sub_of_hasDerivAt hderiv hii,
    Real.log_div (hpos b ⟨hab, le_rfl⟩).ne' ha.ne']
  ring

/-- For every momentum `q > 0` other than `2k` the inverse pair energy is integrable over the
allowed pairs, and its integral is `(1/q) ln ((2k + q) / |2k - q|)`. -/
theorem inversePairIntegral_eq {k q : ℝ} (hk : 0 < k) (hq : 0 < q) (hne : q ≠ 2 * k) :
    IntegrableOn (fun p => (pairEnergy q p)⁻¹) (pairRegion k q) ∧
      inversePairIntegral k q = 1 / q * Real.log ((2 * k + q) / |2 * k - q|) := by
  unfold inversePairIntegral
  rcases lt_or_gt_of_ne hne with h | h
  · -- holes between k - q and k
    have hd : 0 < 2 * k - q := by linarith
    have ha : 0 < pairEnergy q (k - q) := by
      rw [pairEnergy_eq]
      nlinarith [mul_pos hq hd]
    rw [pairRegion_eq_Icc hq h, abs_of_pos hd]
    obtain ⟨hi, he⟩ := integral_inv_pairEnergy hq (by linarith : k - q ≤ k) ha
    have hr : pairEnergy q k / pairEnergy q (k - q) = (2 * k + q) / (2 * k - q) := by
      rw [div_eq_div_iff ha.ne' hd.ne']
      simp only [pairEnergy_eq]
      ring
    refine ⟨hi, he.trans ?_⟩
    rw [hr]
    ring
  · -- holes in the whole Fermi sea
    have hd : 2 * k - q < 0 := by linarith
    have hd' : 0 < -(2 * k - q) := by linarith
    have ha : 0 < pairEnergy q (-k) := by
      rw [pairEnergy_eq]
      nlinarith [mul_pos hq hd']
    rw [pairRegion_eq_Icc_of_two_mul_le h.le, abs_of_neg hd]
    obtain ⟨hi, he⟩ := integral_inv_pairEnergy hq (by linarith : -k ≤ k) ha
    have hr : pairEnergy q k / pairEnergy q (-k) = (2 * k + q) / (-(2 * k - q)) := by
      rw [div_eq_div_iff ha.ne' hd'.ne']
      simp only [pairEnergy_eq]
      ring
    refine ⟨hi, he.trans ?_⟩
    rw [hr]
    ring

/-- For `0 < q < 2k` the integral of the inverse pair energy is
`(1/q) ln ((2k + q) / (2k - q))`. -/
theorem inversePairIntegral_of_lt {k q : ℝ} (hq : 0 < q) (h : q < 2 * k) :
    inversePairIntegral k q = 1 / q * Real.log ((2 * k + q) / (2 * k - q)) := by
  rw [(inversePairIntegral_eq (by linarith) hq h.ne).2, abs_of_pos (sub_pos.2 h)]

/-- At `q = 2k` the inverse pair energy is not integrable over the allowed pairs. -/
theorem not_integrableOn_two_mul {k : ℝ} (hk : 0 < k) :
    ¬ IntegrableOn (fun p => (pairEnergy (2 * k) p)⁻¹) (pairRegion k (2 * k)) := by
  intro h
  rw [pairRegion_eq_Icc_of_two_mul_le le_rfl] at h
  have hle : -k ≤ k := by linarith
  have h1 : IntervalIntegrable (fun p => (pairEnergy (2 * k) p)⁻¹) volume (-k) k :=
    (intervalIntegrable_iff_integrableOn_Ioc_of_le hle).2 (h.mono_set Set.Ioc_subset_Icc_self)
  -- up to the factor 2k the integrand is 1 / (p + k), singular at the Fermi point -k
  have h2 := h1.const_mul (2 * k)
  have e : (fun p => 2 * k * (pairEnergy (2 * k) p)⁻¹) = fun p => (p - -k)⁻¹ := by
    funext p
    have hE : pairEnergy (2 * k) p = 2 * k * (p - -k) := by
      rw [pairEnergy_eq]
      ring
    have h2k : 2 * k ≠ 0 := by positivity
    rw [hE, mul_inv, ← mul_assoc, mul_inv_cancel₀ h2k, one_mul]
  rw [e, intervalIntegrable_sub_inv_iff] at h2
  rcases h2 with h3 | h3
  · linarith
  · exact h3 Set.left_mem_uIcc

/-- The integral of the inverse pair energy tends to infinity as `q` approaches `2k`,
from below as well as from above. -/
theorem tendsto_inversePairIntegral {k : ℝ} (hk : 0 < k) :
    Tendsto (inversePairIntegral k) (𝓝[≠] (2 * k)) atTop := by
  have h2k : 0 < 2 * k := by positivity
  have hsub : Tendsto (fun q : ℝ => 2 * k - q) (𝓝[≠] (2 * k)) (𝓝[≠] 0) := by
    refine tendsto_nhdsWithin_iff.2 ⟨?_, ?_⟩
    · have hc : Continuous (fun q : ℝ => 2 * k - q) := by fun_prop
      have ht := hc.tendsto (2 * k)
      rw [sub_self] at ht
      exact ht.mono_left nhdsWithin_le_nhds
    · filter_upwards [self_mem_nhdsWithin] with q hq
      exact sub_ne_zero.2 (Ne.symm hq)
  -- the singular part is -log |2k - q|
  have hsing : Tendsto (fun q : ℝ => -Real.log (2 * k - q)) (𝓝[≠] (2 * k)) atTop :=
    tendsto_neg_atBot_atTop.comp (Real.tendsto_log_nhdsNE_zero.comp hsub)
  have hreg : Tendsto (fun q : ℝ => Real.log (2 * k + q)) (𝓝[≠] (2 * k))
      (𝓝 (Real.log (2 * k + 2 * k))) := by
    have hc : ContinuousAt (fun q : ℝ => 2 * k + q) (2 * k) := by fun_prop
    exact (hc.log (by positivity)).tendsto.mono_left nhdsWithin_le_nhds
  have hinv : Tendsto (fun q : ℝ => q⁻¹) (𝓝[≠] (2 * k)) (𝓝 (2 * k)⁻¹) :=
    (continuousAt_inv₀ h2k.ne').tendsto.mono_left nhdsWithin_le_nhds
  refine Tendsto.congr' ?_ ((hreg.add_atTop hsing).atTop_mul_pos (inv_pos.2 h2k) hinv)
  filter_upwards [self_mem_nhdsWithin, mem_nhdsWithin_of_mem_nhds (lt_mem_nhds h2k)]
    with q hne hq
  have hd : 2 * k - q ≠ 0 := sub_ne_zero.2 (Ne.symm hne)
  have hs : 2 * k + q ≠ 0 := (add_pos h2k hq).ne'
  rw [(inversePairIntegral_eq hk hq hne).2, Real.log_div hs (abs_ne_zero.2 hd), Real.log_abs]
  ring

end

end OneDimElectronGas
```

```lean
#print axioms OneDimElectronGas.integral_inv_pairEnergy
#print axioms OneDimElectronGas.inversePairIntegral_of_lt
#print axioms OneDimElectronGas.not_integrableOn_two_mul
#print axioms OneDimElectronGas.tendsto_inversePairIntegral
```

```
'OneDimElectronGas.integral_inv_pairEnergy' depends on axioms: [propext, Classical.choice, Quot.sound]
'OneDimElectronGas.inversePairIntegral_of_lt' depends on axioms: [propext, Classical.choice, Quot.sound]
'OneDimElectronGas.not_integrableOn_two_mul' depends on axioms: [propext, Classical.choice, Quot.sound]
'OneDimElectronGas.tendsto_inversePairIntegral' depends on axioms: [propext, Classical.choice, Quot.sound]
```

## How the proof follows the calculation

The two region lemmas unfold the absolute values into linear inequalities, which `linarith` settles. In `pairEnergy_gap`, the point $k-q$ attains the bound, and multiplying $k-q\le p$ by $q$ shows that no allowed pair lies lower.

`integral_inv_pairEnergy` carries the analysis. Positivity at the left end spreads over the interval because the energy increases; the inverse is therefore continuous, hence integrable. `hderiv` checks that $\ln E_q(p)/q$ is an antiderivative, and the fundamental theorem of calculus gives the value.

`inversePairIntegral_eq` splits into $q<2k$ and $q>2k$. In each case `hr` shows, by cross-multiplication, that the ratio of end energies equals the stated fraction.

For $q=2k$, the proof assumes integrability, multiplies by $2k$ and arrives at $1/(p+k)$. Mathlib's criterion `intervalIntegrable_sub_inv_iff` allows this only if the interval is trivial or misses $-k$, and neither holds.

The limit proof separates the logarithm as above: `hsing` is the divergent part, `hreg` the finite part and `hinv` the prefactor. `Real.log` takes the same value at $x$ and $|x|$, so one argument covers both sides of $2k$.
